# For an integer matrix R and N ≥ 1, x ↦ Rx + t sends the grid (1/N)ℤⁿ onto itself exactly when det R = ±1 and Nt is an integer vector

Take the diamond structure with an atom at the origin, and store its electron density on a grid with 18 points along each cell axis. Inversion through the midpoint of a bond is a symmetry of the crystal. In fractional coordinates it reads

x ↦ −x + (1/4, 1/4, 1/4).

It sends the origin to the point with grid index 18/4 = 4.5 along each axis, where no density value is stored. A program that rounds the index to 4 or 5 will average values at points that are not related by the symmetry, and the "symmetrised" density is then wrong. With 20 points per axis the index is 5, and the problem disappears.

The criterion below decides such cases for any integer matrix R, any real translation t and any dimension n, provided that the grid has the same number N of divisions along every axis. For plane-wave electronic-structure calculations on such a uniform grid, it tells when a space-group operation can be applied to a real-space density by relabelling the stored values.

## Grid points and their integer labels

Positions are given in fractional coordinates, as multiples of the lattice vectors. The coordinate axes are indexed by a type `n`, which is later required to be finite; for a crystal it is `Fin 3`.

In Lean 4 with Mathlib:

```lean
import Mathlib

open Matrix

namespace SymmetryAdaptedGrid

noncomputable section

variable {n : Type*}
```

An integer vector m labels the point with coordinates

xᵢ = mᵢ/N.

```lean
/-- The grid point with integer label `m`, at fractional coordinates `m / N`, for `N ≥ 1`. -/
def gridPoint (N : ℕ) (m : n → ℤ) : n → ℝ := fun i => (m i : ℝ) / N
```

The grid is the set of all these points, with m running over every integer vector:

(1/N)ℤⁿ = { m/N : m ∈ ℤⁿ }.

It extends through the whole crystal and is not cut down to one unit cell.

```lean
/-- The uniform real-space grid `(1/N)ℤⁿ` in fractional coordinates, for `N ≥ 1`. -/
def grid (N : ℕ) : Set (n → ℝ) := Set.range (gridPoint N)
```

A translation t fits the grid if it is itself a grid vector, which means that there is an integer vector s with

N tᵢ = sᵢ for every i.

```lean
/-- For `N ≥ 1`, the translation `t` is commensurate with the grid: `N t` is an integer vector. -/
def Commensurate (N : ℕ) (t : n → ℝ) : Prop :=
  ∃ s : n → ℤ, ∀ i, (N : ℝ) * t i = s i
```

In `Commensurate`, t has real components and s has integer ones. Rationality of t is not assumed separately, because the equation implies it when N ≥ 1.

Each grid point has only one label. If mᵢ/N = m′ᵢ/N for every i, multiplication by N gives mᵢ = m′ᵢ.

```lean
/-- For `N ≥ 1`, different integer labels give different grid points. -/
theorem gridPoint_injective {N : ℕ} (hN : 0 < N) :
    Function.Injective (gridPoint N : (n → ℤ) → n → ℝ) := by
  intro m m' h
  have hN' : (N : ℝ) ≠ 0 := Nat.cast_ne_zero.mpr hN.ne'
  funext i
  have hi : (m i : ℝ) / N = (m' i : ℝ) / N := congrFun h i
  exact_mod_cast (div_left_inj' hN').mp hi
```

The lemma `div_left_inj'` cancels the common denominator, and `exact_mod_cast` turns the resulting equality of real numbers into one of integers. This uniqueness is needed later, when an equation between points has to be read as an equation between labels.

## The operation acts on labels by m ↦ Rm + s

A space-group operation consists of a linear part followed by a translation:

(Rx + t)ᵢ = Σⱼ Rᵢⱼ xⱼ + tᵢ.

The linear part of a crystal symmetry maps the lattice onto itself, so in a basis of primitive lattice vectors its matrix R has integer entries. Here that is taken as the starting point.

```lean
variable [Fintype n]

/-- The operation `x ↦ R x + t` on fractional coordinates, with an integer matrix `R`
and a translation `t`. -/
def spaceOp (R : Matrix n n ℤ) (t x : n → ℝ) : n → ℝ :=
  fun i => (∑ j, (R i j : ℝ) * x j) + t i
```

The type `Matrix n n ℤ` carries the assumption that the entries are integers. Nothing in the definition refers to lengths or angles, so R may also be a shear that is not a symmetry of any crystal. Actual space-group operations are special cases.

Suppose now that Nt = s with s an integer vector. The image of the point m/N is

Σⱼ Rᵢⱼ (mⱼ/N) + sᵢ/N = (Σⱼ Rᵢⱼ mⱼ + sᵢ)/N = (Rm + s)ᵢ/N,

which is the grid point with label Rm + s.

```lean
/-- If `N ≥ 1` and `N t = s` is an integer vector, the operation acts on the labels of the
grid points by `m ↦ R m + s`. -/
theorem spaceOp_gridPoint {N : ℕ} (hN : 0 < N) (R : Matrix n n ℤ) (m : n → ℤ)
    {t : n → ℝ} {s : n → ℤ} (hs : ∀ i, (N : ℝ) * t i = s i) :
    spaceOp R t (gridPoint N m) = gridPoint N (R *ᵥ m + s) := by
  have hN' : (N : ℝ) ≠ 0 := Nat.cast_ne_zero.mpr hN.ne'
  funext i
  have ht : t i = (s i : ℝ) / N := by
    rw [eq_div_iff hN', mul_comm]
    exact hs i
  simp only [spaceOp, gridPoint, Pi.add_apply, Matrix.mulVec, dotProduct, ht]
  push_cast
  rw [add_div, Finset.sum_div]
  congr 1
  exact Finset.sum_congr rfl fun j _ => by ring
```

The proof first rewrites tᵢ as sᵢ/N. Then `Finset.sum_div` moves the common denominator inside the sum, and `ring` compares the two sides term by term. In the statement, `R *ᵥ m` is the matrix-vector product Rm.

## The image of the origin decides whether the grid maps into itself

If the operation maps every grid point to a grid point, it does so for the origin. The image of the origin is

R0 + t = t,

so t = s/N for some integer vector s, and Nt = s. Conversely, if Nt = s, the point m/N goes to (Rm + s)/N, which lies on the grid. Hence the grid is mapped into itself exactly when Nt is an integer vector.

```lean
/-- For `N ≥ 1` and any integer matrix `R`, the operation maps the grid into itself exactly
when `N t` is an integer vector. -/
theorem mapsTo_grid_iff {N : ℕ} (hN : 0 < N) (R : Matrix n n ℤ) (t : n → ℝ) :
    Set.MapsTo (spaceOp R t) (grid N) (grid N) ↔ Commensurate N t := by
  have hN' : (N : ℝ) ≠ 0 := Nat.cast_ne_zero.mpr hN.ne'
  constructor
  · intro h
    -- the origin is a grid point, and its image is `t`
    have h0 : gridPoint N (0 : n → ℤ) ∈ grid N := ⟨0, rfl⟩
    obtain ⟨s, hs⟩ := h h0
    refine ⟨s, fun i => ?_⟩
    have hi := congrFun hs i
    simp only [gridPoint, spaceOp, Pi.zero_apply, Int.cast_zero, zero_div, mul_zero,
      Finset.sum_const_zero, zero_add] at hi
    rw [← hi]
    field_simp
  · rintro ⟨s, hs⟩ _ ⟨m, rfl⟩
    exact ⟨R *ᵥ m + s, (spaceOp_gridPoint hN R m hs).symm⟩
```

`Set.MapsTo` says that every point of the first set lands in the second. The first half of the proof applies this to the label 0 and simplifies until only t is left; the second half uses the label formula just derived.

The determinant plays no part here. In three dimensions even R = 0 maps the grid into itself when t fits, since every point then goes to t. Such a map is no symmetry, and a stronger condition than "into" is needed to exclude it.

## Reaching every grid point forces det R = ±1

Suppose that the image of the grid is the whole grid. Then the grid is in particular mapped into itself, so Nt = s for some integer vector s. Let k be any integer vector. The grid point (k + s)/N must be the image of some m/N, which gives

(Rm + s)/N = (k + s)/N.

Labels are unique, so Rm = k. Thus R reaches every integer vector.

Apply this to the unit vectors eⱼ: for each j there is an integer vector m⁽ʲ⁾ with R m⁽ʲ⁾ = eⱼ. Let M be the matrix whose j-th column is m⁽ʲ⁾. Then

RM = 1, and therefore det R · det M = 1.

Both determinants are integers, so det R is 1 or −1.

For the converse, let det R = ±1 and Nt = s. The grid is mapped into itself, as shown above. The inverse R⁻¹ = adj(R)/det R has integer entries, so R⁻¹(k − s) is a valid label for every integer vector k, and

R R⁻¹(k − s) + s = k.

Every grid point k/N is therefore reached.

```lean
variable [DecidableEq n]

/-- For `N ≥ 1` and an integer matrix `R`, the operation `x ↦ R x + t` sends the grid onto
itself if and only if `det R = ±1` and `N t` is an integer vector. -/
theorem image_grid_eq_iff {N : ℕ} (hN : 0 < N) (R : Matrix n n ℤ) (t : n → ℝ) :
    spaceOp R t '' grid N = grid N ↔
      (R.det = 1 ∨ R.det = -1) ∧ Commensurate N t := by
  constructor
  · intro h
    have hc : Commensurate N t := (mapsTo_grid_iff hN R t).mp fun x hx => by
      rw [← h]
      exact ⟨x, hx, rfl⟩
    refine ⟨?_, hc⟩
    obtain ⟨s, hs⟩ := hc
    -- onto the grid means that `R` is onto the integer vectors
    have hsurj : ∀ k : n → ℤ, ∃ m : n → ℤ, R *ᵥ m = k := by
      intro k
      have hk : gridPoint N (k + s) ∈ spaceOp R t '' grid N := by
        rw [h]
        exact ⟨k + s, rfl⟩
      obtain ⟨_, ⟨m, rfl⟩, hm⟩ := hk
      rw [spaceOp_gridPoint hN R m hs] at hm
      exact ⟨m, add_right_cancel (gridPoint_injective hN hm)⟩
    -- preimages of the unit vectors are the columns of an integer inverse
    choose M hM using fun j : n => hsurj (Pi.single j 1)
    have hRM : R * Matrix.of (fun i j => M j i) = 1 := by
      ext i j
      have hij := congrFun (hM j) i
      rw [Matrix.one_apply]
      simpa [Matrix.mul_apply, Matrix.mulVec, dotProduct, Pi.single_apply] using hij
    have hdet : R.det * (Matrix.of (fun i j => M j i)).det = 1 := by
      rw [← Matrix.det_mul, hRM, Matrix.det_one]
    exact Int.isUnit_iff.mp (isUnit_iff_exists_inv.mpr ⟨_, hdet⟩)
  · rintro ⟨hdet, s, hs⟩
    apply Set.Subset.antisymm
    · rintro _ ⟨x, hx, rfl⟩
      exact (mapsTo_grid_iff hN R t).mpr ⟨s, hs⟩ hx
    · -- the point labelled `k` comes from the label `R⁻¹ (k - s)`
      rintro _ ⟨k, rfl⟩
      refine ⟨gridPoint N (R⁻¹ *ᵥ (k - s)), ⟨_, rfl⟩, ?_⟩
      rw [spaceOp_gridPoint hN R _ hs, Matrix.mulVec_mulVec,
        Matrix.mul_nonsing_inv R (Int.isUnit_iff.mpr hdet), Matrix.one_mulVec,
        sub_add_cancel]
```

The expression `spaceOp R t '' grid N` is the set of all images of grid points, and its equality with `grid N` is the meaning of "onto itself". The determinant condition stands on the right of the equivalence, so it is a consequence of the mapping property and not an assumption about R.

In the proof, `hsurj` is the statement that R reaches every integer vector. The `choose` step picks the preimages, with `M j` for m⁽ʲ⁾. Since these vectors have to become columns, the matrix is formed with entries `M j i` in row i and column j. The last lines use the integer inverse to exhibit the preimage R⁻¹(k − s).

A mistake is easy to make when the statement is transferred to a computer's periodic grid, where labels are counted modulo N. There a determinant other than ±1 can still give a permutation. In one dimension with N = 2, multiplication by 3 leaves both labels 0 and 1 where they are, although it does not map the infinite grid onto itself. The determinant conclusion thus belongs to the infinite grid, and replacing `grid N` by the finite set of residues would make that direction of the theorem false.

## Fractional translations become a divisibility test

Let t = a/q, where a is an integer vector and q ≥ 1 is a common denominator. Every rational translation has this form. For det R = ±1 only the condition on t remains, and

N aᵢ/q = sᵢ is equivalent to N aᵢ = q sᵢ.

An integer sᵢ with this property exists exactly when q divides N aᵢ. This must hold for every component i.

```lean
/-- For `N, q ≥ 1`, `det R = ±1` and a fractional translation `a / q` with `a` an integer
vector, the grid is sent onto itself exactly when `q` divides every `N aᵢ`. -/
theorem image_grid_eq_iff_dvd {N q : ℕ} (hN : 0 < N) (hq : 0 < q) (R : Matrix n n ℤ)
    (hdet : R.det = 1 ∨ R.det = -1) (a : n → ℤ) :
    spaceOp R (fun i => (a i : ℝ) / q) '' grid N = grid N ↔
      ∀ i, (q : ℤ) ∣ (N : ℤ) * a i := by
  have hq' : (q : ℝ) ≠ 0 := Nat.cast_ne_zero.mpr hq.ne'
  rw [image_grid_eq_iff hN]
  constructor
  · rintro ⟨_, s, hs⟩ i
    have hi : (N : ℝ) * ((a i : ℝ) / q) = s i := hs i
    have hmul : (N : ℝ) * a i = q * s i := by
      rw [← hi]
      field_simp
    exact ⟨s i, by exact_mod_cast hmul⟩
  · intro h
    choose s hs using h
    refine ⟨hdet, s, fun i => ?_⟩
    have hi : (N : ℝ) * a i = q * s i := by exact_mod_cast hs i
    show (N : ℝ) * ((a i : ℝ) / q) = s i
    rw [← mul_div_assoc, hi]
    field_simp
```

The determinant is now a hypothesis, `hdet`, which is satisfied by every crystal symmetry written in a lattice basis. The fraction a/q need not be in lowest terms. The two halves of the proof pass between the real equation with a denominator and the integer equation without one; `field_simp` clears the denominator.

## A quarter translation requires 4 to divide N

For t = (1/4, 1/4, 1/4) we have a = (1, 1, 1) and q = 4. All three conditions are the same:

4 divides N · 1 = N.

The answer does not depend on which integer matrix with determinant ±1 accompanies the translation.

```lean
/-- In three dimensions, with `N ≥ 1` and `det R = ±1`, an operation with translation
`(1/4, 1/4, 1/4)` sends the grid onto itself exactly when 4 divides `N`. -/
theorem quarter_translation_iff {N : ℕ} (hN : 0 < N) (R : Matrix (Fin 3) (Fin 3) ℤ)
    (hdet : R.det = 1 ∨ R.det = -1) :
    spaceOp R ![1 / 4, 1 / 4, 1 / 4] '' grid N = grid N ↔ 4 ∣ N := by
  have ht : (![1 / 4, 1 / 4, 1 / 4] : Fin 3 → ℝ) =
      fun _ => ((1 : ℤ) : ℝ) / ((4 : ℕ) : ℝ) := by
    funext i
    fin_cases i <;> norm_num
  rw [ht]
  refine (image_grid_eq_iff_dvd hN (q := 4) (by norm_num) R hdet (fun _ => 1)).trans ?_
  constructor
  · intro h
    have h0 := h 0
    simp only [mul_one] at h0
    exact Int.natCast_dvd_natCast.mp h0
  · intro h i
    simpa only [mul_one] using Int.natCast_dvd_natCast.mpr h

end

end SymmetryAdaptedGrid
```

The vector `![1 / 4, 1 / 4, 1 / 4]` is first rewritten in the form a/q, with `fin_cases` checking the three components. The previous theorem then applies. One component is enough to obtain 4 ∣ N, and 4 ∣ N in turn supplies all three.

```lean
#print axioms SymmetryAdaptedGrid.image_grid_eq_iff_dvd
#print axioms SymmetryAdaptedGrid.quarter_translation_iff
```

```
'SymmetryAdaptedGrid.image_grid_eq_iff_dvd' depends on axioms: [propext, Classical.choice, Quot.sound]
'SymmetryAdaptedGrid.quarter_translation_iff' depends on axioms: [propext, Classical.choice, Quot.sound]
```

## Relabelling a density in a program

A program can test each operation in integer arithmetic by checking that `N*a[i] % q` is zero for every component. If the test succeeds, it computes s = Na/q once and applies the operation to the stored array through the index map

m ↦ (Rm + s) mod N.

Reduction modulo N is allowed for a lattice-periodic density, because changing m by N times an integer vector changes Rm by N times an integer vector too. For the bond-centred inversion of diamond and N = 20, the map is mᵢ ↦ (5 − mᵢ) mod 20. If every operation of the space group passes the test, the density can be averaged with no interpolation: take one operation from each set of operations that differ only by lattice translations, look up the stored values, add them and divide by the number of operations taken. This periodic version is a consequence drawn here in prose; the theorems themselves concern the infinite grid.

Many codes allow different numbers of divisions N₁, N₂, N₃ along the three axes. The test on the translation is then made with Nᵢ in component i, but the linear part also has to fit: Nᵢ Rᵢⱼ/Nⱼ must be an integer for all i and j. A threefold rotation that permutes the axes, for example, needs N₁ = N₂ = N₃.

If the translation does not fit the grid, the symmetry can still be imposed on the Fourier coefficients. Write ρ(x) = Σ_G c_G exp(2πi G·x), where G runs over the integer vectors. Replacing ρ(x) by ρ(Rx + t) moves the coefficient c_G from G to RᵀG and multiplies it by exp(2πi G·t). This phase is defined for every t, so in reciprocal space no condition on N arises from the translation, as long as the chosen set of plane waves is itself mapped onto itself by Rᵀ.
